# For a smooth periodic ψ, ⟨ψ, (−½ d²/dx² + V)ψ⟩ is the integral of |ψ′|²/2 + V|ψ|² over a period

The theorem `energy_eq` concerns one particle on a line, with Hamiltonian H = −½ d²/dx² + V, a continuous real potential V and a twice continuously differentiable wavefunction ψ of period 2π. It says that the integral of ψ* Hψ from 0 to 2π, divided by 2π, equals the mean of the real density |ψ′|²/2 + V|ψ|² over the same interval. ψ need not be normalised; the common value is the expectation value of H when the mean of |ψ|² over the period is 1. The proof writes the integrand as this density plus the derivative of −½ψ*ψ′, whose integral vanishes because ψ and ψ′ take the same values at 0 and 2π.

The first attempt, which Lean rejects:

```lean
import Mathlib

open scoped ComplexConjugate Matrix Real

namespace EnergyEq

noncomputable section

/-- The inner product `⟨ψ, Hψ⟩`, averaged over the period `2π`, for `H = -(1/2) d²/dx² + V` and a
twice differentiable `ψ`. For a normalised `2π`-periodic `ψ` it is the expectation value of `H`. -/
def energy (V : ℝ → ℝ) (ψ : ℝ → ℂ) : ℂ :=
  ((2 * π : ℝ) : ℂ)⁻¹ * ∫ x in (0 : ℝ)..2 * π,
    conj (ψ x) * (-(1 / 2) * deriv (deriv ψ) x + V x * ψ x)

/-- The energy density `|ψ'|²/2 + V|ψ|²`. -/
def energyDensity (V : ℝ → ℝ) (ψ : ℝ → ℂ) (x : ℝ) : ℝ :=
  ‖deriv ψ x‖ ^ 2 / 2 + V x * ‖ψ x‖ ^ 2

/-- For a continuous potential and a twice continuously differentiable `2π`-periodic `ψ`, the
energy is the mean of the real density `|ψ'|²/2 + V|ψ|²`. -/
theorem energy_eq {V : ℝ → ℝ} (hV : Continuous V) {ψ : ℝ → ℂ} (hψ : ContDiff ℝ 2 ψ)
    (hp : Function.Periodic ψ (2 * π)) :
    energy V ψ = (((2 * π)⁻¹ * ∫ x in (0 : ℝ)..2 * π, energyDensity V ψ x : ℝ) : ℂ) := by
  have hψ' : ContDiff ℝ 1 (deriv ψ) :=
    ((contDiff_succ_iff_deriv (n := 1)).1 (by rw [one_add_one_eq_two]; exact hψ)).2.2
  have c0 := hψ.continuous
  have c1 := hψ'.continuous
  have c2 : Continuous (deriv (deriv ψ)) := hψ'.continuous_deriv le_rfl
  have d1 : ∀ x, HasDerivAt (deriv ψ) (deriv (deriv ψ) x) x := fun x =>
    (hψ'.differentiable (by norm_num) x).hasDerivAt
  have dc : ∀ x, HasDerivAt (fun y => conj (ψ y)) (conj (deriv ψ x)) x := fun x =>
    (hψ.differentiable (by norm_num) x).hasDerivAt.star
  have e0 : ψ (2 * π) = ψ 0 := by simpa using hp 0
  have e1 : deriv ψ (2 * π) = deriv ψ 0 := by
    have h := deriv_comp_add_const ψ (2 * π) 0
    rw [show (fun x => ψ (x + 2 * π)) = ψ from funext hp, zero_add] at h
    exact h.symm
  let D : ℝ → ℂ := fun x => conj (deriv ψ x) * (-(1 / 2) * deriv ψ x) +
    conj (ψ x) * (-(1 / 2) * deriv (deriv ψ) x)
  have cD : Continuous D :=
    ((Complex.continuous_conj.comp c1).mul (continuous_const.mul c1)).add
      ((Complex.continuous_conj.comp c0).mul (continuous_const.mul c2))
  -- the boundary term of the integration by parts vanishes by periodicity
  have hD : ∫ x in (0 : ℝ)..2 * π, D x = 0 := by
    rw [intervalIntegral.integral_eq_sub_of_hasDerivAt
      (f := fun y => conj (ψ y) * (-(1 / 2) * deriv ψ y))
      (fun x _ => (dc x).fun_mul ((d1 x).const_mul _)) (cD.intervalIntegrable _ _)]
    simp only [e0, e1, sub_self]
  have hpt : ∀ x, conj (ψ x) * (-(1 / 2) * deriv (deriv ψ) x + V x * ψ x) =
      (energyDensity V ψ x : ℂ) + D x := by
    intro x
    simp only [energyDensity, D]
    push_cast
    linear_combination (V x : ℂ) * Complex.conj_mul' (ψ x) +
      (1 / 2) * Complex.conj_mul' (deriv ψ x)
  have cR : Continuous (energyDensity V ψ) := by unfold energyDensity; fun_prop
  have cC : Continuous fun x => (energyDensity V ψ x : ℂ) := Complex.continuous_ofReal.comp cR
  rw [energy, intervalIntegral.integral_congr (fun x _ => hpt x),
    intervalIntegral.integral_add (cC.intervalIntegrable _ _) (cD.intervalIntegrable _ _),
    hD, intervalIntegral.integral_ofReal, add_zero, Complex.ofReal_mul, Complex.ofReal_inv]

end

end EnergyEq
```

The error:

```
Main.lean:60:72: error: Tactic `rewrite` failed: Did not find an occurrence of the pattern
  ↑?r⁻¹
in the target expression
  (↑2 * ↑π)⁻¹ * ↑(∫ (x : ℝ) in 0..2 * π, energyDensity V ψ x) =
    ↑((2 * π)⁻¹ * ∫ (x : ℝ) in 0..2 * π, energyDensity V ψ x)

V : ℝ → ℝ
hV : Continuous V
ψ : ℝ → ℂ
hψ : ContDiff ℝ 2 ψ
hp : Function.Periodic ψ (2 * π)
hψ' : ContDiff ℝ 1 (deriv ψ)
c0 : Continuous ψ
c1 : Continuous (deriv ψ)
c2 : Continuous (deriv (deriv ψ))
d1 : ∀ (x : ℝ), HasDerivAt (deriv ψ) (deriv (deriv ψ) x) x
dc : ∀ (x : ℝ), HasDerivAt (fun y => (starRingEnd ℂ) (ψ y)) ((starRingEnd ℂ) (deriv ψ x)) x
e0 : ψ (2 * π) = ψ 0
e1 : deriv ψ (2 * π) = deriv ψ 0
D : ℝ → ℂ :=
  fun x => (starRingEnd ℂ) (deriv ψ x) * (-(1 / 2) * deriv ψ x) + (starRingEnd ℂ) (ψ x) * (-(1 / 2) * deriv (deriv ψ) x)
cD : Continuous D
hD : ∫ (x : ℝ) in 0..2 * π, D x = 0
hpt : ∀ (x : ℝ), (starRingEnd ℂ) (ψ x) * (-(1 / 2) * deriv (deriv ψ) x + ↑(V x) * ψ x) = ↑(energyDensity V ψ x) + D x
cR : Continuous (energyDensity V ψ)
cC : Continuous fun x => ↑(energyDensity V ψ x)
⊢ (↑2 * ↑π)⁻¹ * ↑(∫ (x : ℝ) in 0..2 * π, energyDensity V ψ x) =
    ↑((2 * π)⁻¹ * ∫ (x : ℝ) in 0..2 * π, energyDensity V ψ x)
```

The error comes at the last step, where the two sides differ only in where the cast from ℝ to ℂ stands. The left side is `(↑(2 * π))⁻¹` times the cast integral, and the right side is the cast of the whole real product. `Complex.ofReal_mul` was meant to split the cast on the right, but `rw` fixes its pattern at the first match, which here is `↑(2 * π)` on the left. That became `↑2 * ↑π`, as the message shows, and the right side stayed whole. `Complex.ofReal_inv` then looked for the cast of an inverse and found none, since the inverse on the left is taken after the cast and the one on the right is inside a product.

The repair uses both lemmas backwards, in the opposite order. `← Complex.ofReal_inv` turns `(↑(2 * π))⁻¹` into `↑((2 * π)⁻¹)`, and `← Complex.ofReal_mul` joins the two casts on the left into one. The left side is then the same as the right, and `rw` closes the goal by reflexivity.

The repair, with which the file compiles:

```diff
@@ -58,5 +58,5 @@
   rw [energy, intervalIntegral.integral_congr (fun x _ => hpt x),
     intervalIntegral.integral_add (cC.intervalIntegrable _ _) (cD.intervalIntegrable _ _),
-    hD, intervalIntegral.integral_ofReal, add_zero, Complex.ofReal_mul, Complex.ofReal_inv]
+    hD, intervalIntegral.integral_ofReal, add_zero, ← Complex.ofReal_inv, ← Complex.ofReal_mul]
 
 end
```
